# A uniform periodic grid of N points averages trigonometric polynomials of degree below N exactly

## A periodic variable as a real number

A periodic variable can be treated as a point on a circle, or as a real number $x$ with functions that repeat after $2\pi$. The Lean file takes the second view. Functions have type `ℝ → ℂ`, the period is fixed at $2\pi$, and periodicity is a property of the functions under study, not of their type. Grid points are then ordinary real numbers. For $N\ge 1$ points and a real shift $s$ they are

$$x_j = s + \frac{2\pi j}{N},\qquad j=0,\dots,N-1 .$$

They may lie outside $[0,2\pi]$, and nothing has to be folded back.

The functions to be averaged are trigonometric polynomials

$$p(x)=\sum_{m=-d}^{d} c_m e^{imx}$$

with arbitrary complex coefficients $c_m$. The natural number $d$ bounds the degree, and the outermost coefficients may vanish.

## Averages over a one-dimensional Brillouin zone

Take a chain with lattice constant $a$, write $k$ for the crystal momentum and set $x=ka$. In a tight-binding model with one orbital per cell and orthonormal orbitals, the band energy is $\varepsilon(k)=\sum_m t_m e^{imka}$, where $t_m$ is the hopping amplitude over $m$ cells. If no hopping reaches further than $d$ cells, this is a trigonometric polynomial of degree at most $d$. Its zone average is the on-site term $t_0$. With several orbitals per cell, the energy of a single band is in general not a finite sum of this kind.

A calculation replaces the zone average by a mean over $N$ equally spaced k-points. For non-interacting electrons that completely fill the band of this one-orbital model, with hopping range $d<N$, the result below says that this replacement makes no error in the electronic energy per cell, wherever the grid is placed. In a partly filled band at zero temperature the occupation jumps at the Fermi points, so the integrand is not a trigonometric polynomial and the result does not apply.

The condition $d<N$ also has a picture in real space. Sampling $N$ k-points amounts to closing the chain into a ring of $N$ cells. A hop over $N$ cells goes once round the ring and ends where it started, so it is counted as an on-site term, with a phase $e^{iNs}$ set by the shift.

## What is claimed

Write $\langle f\rangle_N$ for the grid mean $\frac1N\sum_j f(x_j)$ and $\langle f\rangle$ for the period average $\frac{1}{2\pi}\int_0^{2\pi} f(x)\,dx$. In Lean these are `gridMean N s f` and `periodMean f`. The wave $e^{imx}$ is `planeWave m`, with `m : ℤ`, and $p$ is `trigPoly d c`. The coefficients are given as a function `c : ℤ → ℂ`, of which only the values with $|m|\le d$ are used.

- `gridMean_planeWave`: for $N\ge1$, $\langle e^{imx}\rangle_N$ is $e^{ims}$ if $N$ divides $m$, and $0$ otherwise.
- `gridMean_trigPoly`: for $N\ge1$, $\langle p\rangle_N$ is the sum of $c_m e^{ims}$ over those $|m|\le d$ that $N$ divides.
- `gridMean_eq_periodMean`: if $d<N$, then $\langle p\rangle_N=\langle p\rangle$ for every $s$ and every choice of coefficients.
- `planeWave_exact_iff`: for $N\ge1$, a single wave is averaged exactly if and only if $m$ is not a nonzero multiple of $N$.
- `no_rule_exact_to_degree`: no rule with $N$ nodes gives the correct period average for all waves with $|m|\le N$.

The condition $N\ge1$ appears as `hN : N ≠ 0`. In the third theorem it follows from `hd : d < N`. In the last theorem the nodes `x : Fin N → ℝ` and the weights `w : Fin N → ℂ` are arbitrary: nodes may coincide, and weights may be negative or complex.

The theorems concern one dimension and finite sums of harmonics. They give no error estimate for a general smooth function, and they take function values without rounding. The fourth theorem is about single waves, and errors of several waves can cancel. For example, $\cos Nx$ has the grid mean $\cos Ns$, which vanishes for $s=\pi/(2N)$.

## The mean of one plane wave

On the grid,

$$e^{imx_j}=e^{ims}q^j,\qquad q=e^{2\pi i m/N}.$$

The phase $q$ equals $1$ exactly when $m/N$ is an integer, that is, when $N$ divides $m$. In that case all $N$ samples equal $e^{ims}$, and so does their mean.

If $N$ does not divide $m$, then $q\ne1$ and the geometric sum gives

$$\langle e^{imx}\rangle_N=\frac{e^{ims}}{N}\,\frac{q^N-1}{q-1}=0,$$

because $q^N=e^{2\pi i m}=1$.

The period average is $1$ for $m=0$. For $m\neq0$ it is

$$\langle e^{imx}\rangle=\frac{1}{2\pi}\,\frac{e^{2\pi i m}-1}{im}=0 .$$

Comparing the two averages settles the single-wave criterion. For $m=0$ both are $1$. For $m\ne0$ the period average is $0$, while the grid mean is $0$ if $N$ does not divide $m$ and the nonzero number $e^{ims}$ if it does.

## Exactness below degree N

Both averages are linear, so

$$\langle p\rangle=c_0,\qquad \langle p\rangle_N=\sum_{\substack{|m|\le d\\ N\mid m}}c_m e^{ims}.$$

If $d<N$, every $m$ in the second sum is a multiple of $N$ with $|m|<N$. Only $m=0$ qualifies, and its term is $c_0$. The two averages agree.

At the smallest size, $N=1$ and $d=0$, this says that one point suffices for a constant. Two points suffice for the one-orbital band with nearest-neighbour hopping, which has $d=1$.

## No rule with N nodes reaches degree N

Suppose that nodes $x_j$ and weights $w_j$, with $j=0,\dots,N-1$, satisfied $\sum_j w_j e^{imx_j}=\langle e^{imx}\rangle$ for all $|m|\le N$. For $a,b=0,\dots,N$ define

$$V_{aj}=w_j e^{-iax_j},\qquad W_{jb}=e^{ibx_j}.$$

Since $|b-a|\le N$, the assumed exactness gives

$$(VW)_{ab}=\sum_j w_j e^{i(b-a)x_j}=\delta_{ab}.$$

So $VW$ is the identity matrix of size $N+1$, which has rank $N+1$. But $V$ has only $N$ columns, so the rank of $VW$ is at most $N$. This is a contradiction. Moving the nodes or changing the weights therefore cannot raise the degree up to which all polynomials are averaged exactly beyond the $N-1$ of the uniform grid.

## The Lean file

```lean
import Mathlib

open scoped Real

namespace PeriodicGridQuadrature

noncomputable section

/-- The plane wave `exp(i m x)` with integer wave number `m`. -/
def planeWave (m : ℤ) (x : ℝ) : ℂ := Complex.exp (Complex.I * m * x)

/-- The point `x_j = s + 2πj/N` of the uniform periodic grid with `N ≥ 1` points and shift `s`. -/
def gridPoint (N : ℕ) (s : ℝ) (j : ℕ) : ℝ := s + 2 * π * j / N

/-- The equally weighted mean of `f` over the `N ≥ 1` points of the shifted grid. -/
def gridMean (N : ℕ) (s : ℝ) (f : ℝ → ℂ) : ℂ :=
  (∑ j ∈ Finset.range N, f (gridPoint N s j)) / N

/-- The average over one period, `(1/2π) ∫ f(x) dx` from `0` to `2π`, of an integrable `f`. -/
def periodMean (f : ℝ → ℂ) : ℂ := (∫ x in (0 : ℝ)..(2 * π), f x) / (2 * π)

/-- The trigonometric polynomial `∑ c_m exp(i m x)` over all `|m| ≤ d`. -/
def trigPoly (d : ℕ) (c : ℤ → ℂ) (x : ℝ) : ℂ :=
  ∑ m ∈ Finset.Icc (-(d : ℤ)) d, c m * planeWave m x

/-- The product of two plane waves is the plane wave with the sum of the wave numbers. -/
theorem planeWave_add (m n : ℤ) (x : ℝ) :
    planeWave (m + n) x = planeWave m x * planeWave n x := by
  unfold planeWave
  rw [← Complex.exp_add]
  congr 1
  push_cast
  ring

/-- For `N ≥ 1`, the phase `exp(2πi m/N)` gained between neighbouring grid points is `1`
exactly when `N` divides `m`. -/
theorem phase_eq_one_iff {N : ℕ} (hN : N ≠ 0) (m : ℤ) :
    Complex.exp ((m : ℂ) / N * (2 * π * Complex.I)) = 1 ↔ (N : ℤ) ∣ m := by
  have hN' : (N : ℂ) ≠ 0 := Nat.cast_ne_zero.mpr hN
  rw [Complex.exp_eq_one_iff]
  constructor
  · rintro ⟨n, hn⟩
    have h1 := mul_right_cancel₀ Complex.two_pi_I_ne_zero hn
    rw [div_eq_iff hN'] at h1
    have h2 : m = n * N := by exact_mod_cast h1
    exact ⟨n, by rw [h2, mul_comm]⟩
  · rintro ⟨n, rfl⟩
    exact ⟨n, by rw [Int.cast_mul, Int.cast_natCast, mul_div_cancel_left₀ _ hN']⟩

/-- For `N ≥ 1`, the mean of `exp(i m x)` over the grid with shift `s` is `exp(i m s)` if `N`
divides `m`, and `0` otherwise. -/
theorem gridMean_planeWave {N : ℕ} (hN : N ≠ 0) (s : ℝ) (m : ℤ) :
    gridMean N s (planeWave m) = if (N : ℤ) ∣ m then planeWave m s else 0 := by
  have hN' : (N : ℂ) ≠ 0 := Nat.cast_ne_zero.mpr hN
  have hphase := phase_eq_one_iff hN m
  -- the samples form a geometric sequence
  have hgeom : ∀ j : ℕ, planeWave m (gridPoint N s j) =
      planeWave m s * Complex.exp ((m : ℂ) / N * (2 * π * Complex.I)) ^ j := by
    intro j
    unfold planeWave gridPoint
    rw [← Complex.exp_nat_mul, ← Complex.exp_add]
    congr 1
    push_cast
    ring
  -- the phase returns to one after a full period
  have hpow : Complex.exp ((m : ℂ) / N * (2 * π * Complex.I)) ^ N = 1 := by
    rw [← Complex.exp_nat_mul, Complex.exp_eq_one_iff]
    exact ⟨m, by rw [← mul_assoc, mul_div_cancel₀ _ hN']⟩
  unfold gridMean
  rw [Finset.sum_congr rfl fun j _ => hgeom j, ← Finset.mul_sum]
  split_ifs with h
  · rw [hphase.mpr h]
    simp [hN']
  · rw [geom_sum_eq (fun h1 => h (hphase.mp h1)), hpow]
    simp

/-- The period average of `exp(i m x)` is `1` for `m = 0` and `0` for every other integer `m`. -/
theorem periodMean_planeWave (m : ℤ) :
    periodMean (planeWave m) = if m = 0 then 1 else 0 := by
  have hpi : (2 * (π : ℂ)) ≠ 0 :=
    mul_ne_zero two_ne_zero (Complex.ofReal_ne_zero.mpr Real.pi_ne_zero)
  unfold periodMean
  split_ifs with hm
  · have h1 : planeWave m = fun _ => (1 : ℂ) := by
      funext x
      simp [planeWave, hm]
    rw [h1, intervalIntegral.integral_const, sub_zero, Complex.real_smul, mul_one]
    push_cast
    exact div_self hpi
  · have hc : Complex.I * (m : ℂ) ≠ 0 :=
      mul_ne_zero Complex.I_ne_zero (Int.cast_ne_zero.mpr hm)
    have h1 : Complex.exp (Complex.I * m * ((2 * π : ℝ) : ℂ)) = 1 :=
      Complex.exp_eq_one_iff.mpr ⟨m, by push_cast; ring⟩
    unfold planeWave
    rw [integral_exp_mul_complex hc, h1]
    simp

/-- The period average of a trigonometric polynomial is its constant coefficient `c_0`. -/
theorem periodMean_trigPoly (d : ℕ) (c : ℤ → ℂ) : periodMean (trigPoly d c) = c 0 := by
  have hcont : ∀ m : ℤ, Continuous fun x : ℝ => c m * planeWave m x := by
    intro m
    unfold planeWave
    fun_prop
  have hsum : periodMean (trigPoly d c) =
      ∑ m ∈ Finset.Icc (-(d : ℤ)) d, c m * periodMean (planeWave m) := by
    unfold periodMean trigPoly
    rw [intervalIntegral.integral_finsetSum
      fun m _ => (hcont m).intervalIntegrable _ _, Finset.sum_div]
    refine Finset.sum_congr rfl fun m _ => ?_
    rw [intervalIntegral.integral_const_mul, mul_div_assoc]
  rw [hsum, Finset.sum_eq_single 0]
  · simp [periodMean_planeWave]
  · intro m _ hm
    simp [periodMean_planeWave, hm]
  · intro h
    exact absurd (Finset.mem_Icc.mpr ⟨by omega, by omega⟩) h

/-- Aliasing: for `N ≥ 1`, the grid mean of a trigonometric polynomial is the sum, at the shift
`s`, of those of its harmonics whose wave number is a multiple of `N`. -/
theorem gridMean_trigPoly {N : ℕ} (hN : N ≠ 0) (s : ℝ) (d : ℕ) (c : ℤ → ℂ) :
    gridMean N s (trigPoly d c) =
      ∑ m ∈ (Finset.Icc (-(d : ℤ)) d).filter (fun m => (N : ℤ) ∣ m), c m * planeWave m s := by
  unfold gridMean trigPoly
  rw [Finset.sum_comm, Finset.sum_div, Finset.sum_filter]
  refine Finset.sum_congr rfl fun m _ => ?_
  rw [← Finset.mul_sum, mul_div_assoc]
  change c m * gridMean N s (planeWave m) = _
  rw [gridMean_planeWave hN, mul_ite, mul_zero]

/-- The `N`-point grid mean, with any shift, reproduces the period average of every trigonometric
polynomial of degree `d < N`. -/
theorem gridMean_eq_periodMean {N d : ℕ} (hd : d < N) (s : ℝ) (c : ℤ → ℂ) :
    gridMean N s (trigPoly d c) = periodMean (trigPoly d c) := by
  rw [gridMean_trigPoly (by omega), periodMean_trigPoly, Finset.sum_eq_single 0]
  · simp [planeWave]
  · -- a multiple of `N` smaller than `N` in size must vanish
    intro m hm hm0
    obtain ⟨h1, h2⟩ := Finset.mem_filter.mp hm
    obtain ⟨h3, h4⟩ := Finset.mem_Icc.mp h1
    exact absurd (Int.eq_zero_of_dvd_of_natAbs_lt_natAbs h2 (by omega)) hm0
  · intro h
    exact absurd (Finset.mem_filter.mpr
      ⟨Finset.mem_Icc.mpr ⟨by omega, by omega⟩, dvd_zero _⟩) h

/-- For `N ≥ 1`, the grid mean of `exp(i m x)` equals its period average if and only if `m` is
not a nonzero multiple of `N`. -/
theorem planeWave_exact_iff {N : ℕ} (hN : N ≠ 0) (s : ℝ) (m : ℤ) :
    gridMean N s (planeWave m) = periodMean (planeWave m) ↔ ((N : ℤ) ∣ m → m = 0) := by
  rw [gridMean_planeWave hN, periodMean_planeWave]
  by_cases hm : m = 0
  · simp [hm, planeWave]
  · by_cases h : (N : ℤ) ∣ m
    · simp [hm, h, planeWave, Complex.exp_ne_zero]
    · simp [hm, h]

/-- No quadrature rule with `N` nodes, whatever its nodes and complex weights, reproduces the
period averages of all plane waves with `|m| ≤ N`. -/
theorem no_rule_exact_to_degree (N : ℕ) (x : Fin N → ℝ) (w : Fin N → ℂ) :
    ¬ ∀ m : ℤ, |m| ≤ N → ∑ j, w j * planeWave m (x j) = periodMean (planeWave m) := by
  intro h
  let V : Matrix (Fin (N + 1)) (Fin N) ℂ := fun a j => w j * planeWave (-((a : ℕ) : ℤ)) (x j)
  let W : Matrix (Fin N) (Fin (N + 1)) ℂ := fun j b => planeWave ((b : ℕ) : ℤ) (x j)
  -- exactness makes `N + 1` plane waves orthonormal on only `N` nodes
  have hVW : V * W = 1 := by
    ext a b
    have ha := a.isLt
    have hb := b.isLt
    have hs : ∑ j, V a j * W j b =
        ∑ j, w j * planeWave (((b : ℕ) : ℤ) - ((a : ℕ) : ℤ)) (x j) := by
      refine Finset.sum_congr rfl fun j _ => ?_
      change w j * planeWave (-((a : ℕ) : ℤ)) (x j) * planeWave ((b : ℕ) : ℤ) (x j) = _
      rw [mul_assoc, ← planeWave_add, neg_add_eq_sub]
    rw [Matrix.mul_apply, hs, h _ (abs_le.mpr ⟨by omega, by omega⟩),
      periodMean_planeWave, Matrix.one_apply]
    by_cases hab : a = b
    · simp [hab]
    · have hne : ((b : ℕ) : ℤ) - ((a : ℕ) : ℤ) ≠ 0 := fun h0 => hab (Fin.ext (by omega))
      rw [if_neg hne, if_neg hab]
  -- the rank of the identity exceeds the number of nodes
  have h1 := Matrix.rank_mul_le_left V W
  rw [hVW, Matrix.rank_one, Fintype.card_fin] at h1
  have h2 := V.rank_le_width
  omega

end

end PeriodicGridQuadrature
```

```lean
#print axioms PeriodicGridQuadrature.gridMean_eq_periodMean
#print axioms PeriodicGridQuadrature.planeWave_exact_iff
#print axioms PeriodicGridQuadrature.no_rule_exact_to_degree
```

```
'PeriodicGridQuadrature.gridMean_eq_periodMean' depends on axioms: [propext, Classical.choice, Quot.sound]
'PeriodicGridQuadrature.planeWave_exact_iff' depends on axioms: [propext, Classical.choice, Quot.sound]
'PeriodicGridQuadrature.no_rule_exact_to_degree' depends on axioms: [propext, Classical.choice, Quot.sound]
```

## From the phase to the grid mean

`phase_eq_one_iff` is the statement about $q$. Mathlib's `Complex.exp_eq_one_iff` says that an exponential equals $1$ exactly when its argument is an integer multiple of $2\pi i$. Cancelling $2\pi i$ and multiplying by $N$ leaves $m=nN$ between complex numbers, and `exact_mod_cast` carries this equation back to the integers.

In `gridMean_planeWave`, the step `hgeom` writes the samples as $e^{ims}q^j$, and `hpow` is $q^N=1$. After the common factor has been taken out of the sum, `split_ifs` separates the two cases of the hand derivation. If $N$ divides $m$, the phase is replaced by $1$ and the sum counts $N$ equal terms. Otherwise `geom_sum_eq` supplies the quotient, for which it needs $q\neq1$, and `hpow` makes the numerator vanish.

`periodMean_planeWave` makes the corresponding split at $m=0$. The constant is integrated directly, and the other waves by `integral_exp_mul_complex`, which requires $im\ne0$.

## Linearity and the surviving harmonic

`periodMean_trigPoly` exchanges the integral with the finite sum. This requires each term to be integrable, which follows from the continuity recorded in `hcont`. `Finset.sum_eq_single 0` then keeps the term $c_0$, once all the others have been shown to vanish.

`gridMean_trigPoly` exchanges two finite sums by `Finset.sum_comm`, so that the sum over grid points is carried out first for each harmonic. The `change` line recognises that inner sum, divided by $N$, as the grid mean of one wave, and `gridMean_planeWave` evaluates it. The filter in the statement keeps the wave numbers divisible by $N$.

For `gridMean_eq_periodMean`, both sides are replaced by these formulas. The arithmetic step, that a multiple of $N$ smaller than $N$ in absolute value is zero, is `Int.eq_zero_of_dvd_of_natAbs_lt_natAbs`, and `omega` provides the size bound from $|m|\le d<N$. `planeWave_exact_iff` inserts the two plane-wave averages and goes through the three cases $m=0$, $m$ a nonzero multiple of $N$, and $m$ not a multiple. The second case uses the fact that an exponential is never zero.

## The rank argument in Lean

`no_rule_exact_to_degree` defines `V` and `W` as above, with rows or columns indexed by `Fin (N + 1)` for the waves and by `Fin N` for the nodes. The step `hVW` proves that their product is the identity. Within it, `planeWave_add` merges the two exponentials into one wave of number $b-a$, the assumption `h` replaces the weighted sum by the period average, and `periodMean_planeWave` gives the Kronecker delta.

`Matrix.rank_mul_le_left` bounds the rank of the product by that of `V`, and `V.rank_le_width` bounds the latter by $N$. The result would be $N+1\le N$, which `omega` refutes. The argument also holds for $N=0$, where the empty sum would have to equal the average $1$ of the constant wave.

## Orthogonality of waves on the grid

Applying the plane-wave formula to the wave number $n-m$, for integers $m$ and $n$, gives a neighbouring result that the file does not state:

$$\frac1N\sum_{j=0}^{N-1}\overline{e^{imx_j}}\,e^{inx_j}=\begin{cases}e^{i(n-m)s}&\text{if } N\mid n-m,\\0&\text{otherwise.}\end{cases}$$

Any two different members of a set of $N$ consecutive wave numbers differ by less than $N$. These $N$ waves are therefore orthonormal under the grid mean, for every shift. This is the orthogonality behind the discrete Fourier transform.
